# Every ordering of the sites of an $n^d$ grid ($n\ge2$, $d\ge1$) puts some neighbours at least $(n^d-1)/(d(n-1))$ places apart

Q: Without a lower bound on bandwidth, I can budget a calculation badly. A nearest-neighbour chain gives a tridiagonal matrix, and factorising a banded matrix of size $N$ and half-bandwidth $b$ takes of order $Nb^2$ operations, so the chain costs $O(N)$. For a cubic grid I might assume that a clever enough ordering of the sites also keeps $b$ small, and go on searching for it. What rules that out?

A: A counting argument along a path. Take $n$ points along each of $d$ axes, with $n\ge2$ and $d\ge1$. A site is $x=(x_0,\dots,x_{d-1})$ with each $x_i\in\{0,\dots,n-1\}$, and an ordering $\sigma$ gives every site its own label in $\{0,\dots,n^d-1\}$. Let $B$ be the largest label difference across any bond.

Define the distance $D(x,y)=\sum_i|x_i-y_i|$. If $x\neq y$, some coordinate differs, and moving it one unit towards its target lowers $D$ by one. Repeating this gives a path of neighbours $x=z_0,z_1,\dots,z_D=y$, and the triangle inequality gives
$$|\sigma(x)-\sigma(y)|\le\sum_{k=0}^{D-1}|\sigma(z_k)-\sigma(z_{k+1})|\le D(x,y)\,B .$$
Each coordinate contributes at most $n-1$ to the distance, so $D(x,y)\le d(n-1)$. Now choose $x$ as the site labelled $n^d-1$ and $y$ as the site labelled $0$:
$$n^d-1\le d(n-1)B,\qquad\text{so}\qquad B\ge\frac{n^d-1}{d(n-1)} .$$
No two sites are more than $d(n-1)$ steps apart, so the labels must climb from first to last within that many steps. For $d\ge2$ this is fewer than the $n^d-1$ units to be climbed.

Q: Does it give something sensible on a grid I can draw?

A: For $d=1$ the bound is $1$ for every $n$, and numbering the chain from end to end attains it. For the $2\times2$ square it is $3/2$. Label differences are integers, so some bond has a difference of at least $2$, and numbering row by row attains that.

Q: Then my doubts move to the formal version. What is a grid there?

A: The file opens with its import and namespace.

```lean
import Mathlib

open Finset

namespace GridBandwidth
```

A site is a function from the $d$ axes to the $n$ positions on an axis.

```lean
/-- A site of the `d`-dimensional grid with `n` points along each axis. -/
abbrev Site (d n : ℕ) := Fin d → Fin n
```

Q: And the bonds? Periodic boundaries would change the geometry.

A: The boundaries are open. `Neighbours x y` says that one coordinate differs by exactly one unit, in either direction, and all the others agree. Positions are compared as natural numbers, so $n-1$ and $0$ are not adjacent unless $n=2$.

```lean
/-- Two sites are nearest neighbours when they differ by one unit in one coordinate
and agree in all the others. -/
def Neighbours {d n : ℕ} (x y : Site d n) : Prop :=
  ∃ i, ((x i : ℕ) + 1 = (y i : ℕ) ∨ (y i : ℕ) + 1 = (x i : ℕ)) ∧ ∀ j, j ≠ i → x j = y j
```

The distance $D$ is `gridDist`. Differences are taken in the integers before the absolute value `natAbs`, because subtraction of natural numbers in Lean stops at zero.

```lean
/-- The Manhattan distance between two sites. -/
def gridDist {d n : ℕ} (x y : Site d n) : ℕ :=
  ∑ i, (((x i : ℕ) : ℤ) - ((y i : ℕ) : ℤ)).natAbs
```

Q: "Half-bandwidth" could mean several things.

A: Here it is an upper limit: `IsBanded M b` says that every entry more than $b$ places from the diagonal vanishes. A tridiagonal matrix satisfies it with $b=1$, and also with $b=5$. A lower bound on all admissible $b$ is therefore a lower bound on the smallest one.

```lean
/-- A matrix has half-bandwidth `b` when all entries further than `b` from the diagonal
vanish. -/
def IsBanded {N : ℕ} (M : Matrix (Fin N) (Fin N) ℂ) (b : ℕ) : Prop :=
  ∀ i j : Fin N, b < (((i : ℕ) : ℤ) - ((j : ℕ) : ℤ)).natAbs → M i j = 0
```

Q: Your path was drawn by waving a hand at "repeating this". Where is it in the proof?

A: It is never built as an object. The first lemma supplies a single step.

```lean
/-- From any site, one step to a suitable neighbour reduces the distance to a different
target site by one. -/
theorem exists_step {d n : ℕ} {x y : Site d n} (hxy : x ≠ y) :
    ∃ z, Neighbours x z ∧ gridDist x y = gridDist z y + 1 := by
  obtain ⟨i, hi⟩ := Function.ne_iff.mp hxy
  have hv : (x i : ℕ) ≠ (y i : ℕ) := fun h => hi (Fin.ext h)
  have hx := (x i).isLt
  have hy := (y i).isLt
  -- move the coordinate `i` one unit towards its target
  have hc : ∃ c : Fin n, ((x i : ℕ) + 1 = (c : ℕ) ∨ (c : ℕ) + 1 = (x i : ℕ)) ∧
      (((x i : ℕ) : ℤ) - ((y i : ℕ) : ℤ)).natAbs
        = (((c : ℕ) : ℤ) - ((y i : ℕ) : ℤ)).natAbs + 1 := by
    rcases lt_or_gt_of_ne hv with h | h
    · exact ⟨⟨(x i : ℕ) + 1, by omega⟩, Or.inl rfl, by dsimp only; omega⟩
    · exact ⟨⟨(x i : ℕ) - 1, by omega⟩, Or.inr (by dsimp only; omega), by dsimp only; omega⟩
  obtain ⟨c, hc, hdist⟩ := hc
  refine ⟨Function.update x i c, ⟨i, ?_, ?_⟩, ?_⟩
  · rw [Function.update_self]
    exact hc
  · intro j hj
    rw [Function.update_of_ne hj]
  · -- all other coordinates contribute equally to both distances
    have hrest : ∑ j ∈ univ.erase i,
          (((Function.update x i c j : ℕ) : ℤ) - ((y j : ℕ) : ℤ)).natAbs
        = ∑ j ∈ univ.erase i, (((x j : ℕ) : ℤ) - ((y j : ℕ) : ℤ)).natAbs :=
      Finset.sum_congr rfl fun j hj => by
        rw [Function.update_of_ne (Finset.ne_of_mem_erase hj)]
    unfold gridDist
    rw [← Finset.add_sum_erase univ
        (fun j => (((x j : ℕ) : ℤ) - ((y j : ℕ) : ℤ)).natAbs) (mem_univ i),
      ← Finset.add_sum_erase univ
        (fun j => (((Function.update x i c j : ℕ) : ℤ) - ((y j : ℕ) : ℤ)).natAbs)
        (mem_univ i), hrest]
    rw [Function.update_self, hdist]
    ring
```

It picks a coordinate $i$ where $x$ and $y$ differ and finds the new value $c$, which is $x_i+1$ or $x_i-1$ according to the side on which the target lies. `Function.update x i c` is the site after the move. To compare distances, the proof splits the $i$-th term off each sum: the remaining terms agree, and the $i$-th has dropped by one.

Induction on the distance replaces the repetition.

```lean
/-- An integer function on the grid that changes by at most `B` across every bond changes
by at most `B` times the distance between any two sites. -/
theorem change_le_dist {d n : ℕ} (f : Site d n → ℤ) (B : ℕ)
    (h : ∀ x y, Neighbours x y → (f x - f y).natAbs ≤ B) (x y : Site d n) :
    (f x - f y).natAbs ≤ gridDist x y * B := by
  induction hk : gridDist x y generalizing x with
  | zero =>
    by_cases hxy : x = y
    · simp [hxy]
    · obtain ⟨z, _, hz⟩ := exists_step hxy
      omega
  | succ k ih =>
    by_cases hxy : x = y
    · simp [hxy]
    · obtain ⟨z, hxz, hz⟩ := exists_step hxy
      have h1 := h x z hxz
      have h2 := ih z (by omega)
      have h3 : (k + 1) * B = k * B + B := by ring
      omega
```

The statement concerns any integer function $f$ on the grid that changes by at most $B$ per bond. At distance zero the two sites must coincide, since otherwise a step would lower the distance below zero. At distance $k+1$, one step leads to a site $z$ at distance $k$. The bond contributes at most $B$, the induction hypothesis at most $kB$, and `omega` combines them by the triangle inequality. The starting site is generalised in the induction because it moves at every step.

The diameter bound follows term by term.

```lean
/-- No two sites are further apart than `d (n - 1)` steps. -/
theorem gridDist_le {d n : ℕ} (x y : Site d n) :
    (gridDist x y : ℤ) ≤ (d : ℤ) * ((n : ℤ) - 1) := by
  unfold gridDist
  rw [Nat.cast_sum]
  calc _ ≤ ∑ _i : Fin d, ((n : ℤ) - 1) := Finset.sum_le_sum fun i _ => by
        have hx := (x i).isLt
        have hy := (y i).isLt
        omega
    _ = _ := by rw [Finset.sum_const, Finset.card_univ, Fintype.card_fin, nsmul_eq_mul]
```

Q: So the labels enter only now?

A: Yes, as the function $f=\sigma$. An ordering is an equivalence `Site d n ≃ Fin (n ^ d)`, which means that every label is used exactly once. Its inverse `σ.symm` finds the sites that carry the last and the first label.

```lean
/-- For `n ≥ 1`, if the labels of neighbouring sites never differ by more than `B`, then `n ^ d - 1
≤ d (n - 1) B`. -/
theorem card_le_of_label_diff {d n : ℕ} (hn : 1 ≤ n) (σ : Site d n ≃ Fin (n ^ d)) (B : ℕ)
    (h : ∀ x y, Neighbours x y → (((σ x : ℕ) : ℤ) - ((σ y : ℕ) : ℤ)).natAbs ≤ B) :
    (n : ℤ) ^ d - 1 ≤ (d : ℤ) * ((n : ℤ) - 1) * B := by
  have hpos : 0 < n ^ d := Nat.pow_pos hn
  have aux : ∀ m g : ℕ, 0 < m → (((m - 1 : ℕ) : ℤ) - ((0 : ℕ) : ℤ)).natAbs ≤ g →
      (m : ℤ) - 1 ≤ (g : ℤ) := by
    intro m g h1 h2
    omega
  -- compare the sites carrying the last and the first label
  have key := change_le_dist (fun x => ((σ x : ℕ) : ℤ)) B h
    (σ.symm ⟨n ^ d - 1, Nat.sub_lt hpos one_pos⟩) (σ.symm ⟨0, hpos⟩)
  simp only [Equiv.apply_symm_apply] at key
  have hk := aux _ _ hpos key
  have hD := mul_le_mul_of_nonneg_right
    (gridDist_le (σ.symm ⟨n ^ d - 1, Nat.sub_lt hpos one_pos⟩) (σ.symm ⟨0, hpos⟩))
    (Int.natCast_nonneg B)
  push_cast at hk
  linarith
```

This is the inequality $n^d-1\le d(n-1)B$, for any $B$ that bounds the label differences across all bonds.

Q: Now the claim itself. Is it the real-valued quotient, or something rounded down by integer division?

A: It is the real quotient. In words: for $n\ge2$, $d\ge1$ and any ordering $\sigma$, there are neighbours $x,y$ with
$$\frac{n^d-1}{d(n-1)}\le|\sigma(x)-\sigma(y)| .$$

```lean
/-- For `n ≥ 2`, `d ≥ 1` and every labelling of the grid by `0, ..., n ^ d - 1`, some pair of
neighbours has labels differing by at least `(n ^ d - 1) / (d (n - 1))`. -/
theorem exists_neighbours_label_diff {d n : ℕ} (hn : 2 ≤ n) (hd : 1 ≤ d)
    (σ : Site d n ≃ Fin (n ^ d)) :
    ∃ x y, Neighbours x y ∧
      ((n : ℝ) ^ d - 1) / ((d : ℝ) * ((n : ℝ) - 1)) ≤ |((σ x : ℕ) : ℝ) - ((σ y : ℕ) : ℝ)| := by
  have hn' : (1 : ℝ) < n := by exact_mod_cast hn
  have hd' : (0 : ℝ) < d := by exact_mod_cast hd
  have hden : 0 < (d : ℝ) * ((n : ℝ) - 1) := mul_pos hd' (sub_pos.2 hn')
  have hnum : 0 < (n : ℝ) ^ d - 1 := sub_pos.2 (one_lt_pow₀ hn' (by omega))
  by_contra hcon
  obtain ⟨q, hq⟩ : ∃ q, q = ((n : ℝ) ^ d - 1) / ((d : ℝ) * ((n : ℝ) - 1)) := ⟨_, rfl⟩
  have hq0 : 0 < q := by rw [hq]; exact div_pos hnum hden
  have hceil : 0 < ⌈q⌉₊ := Nat.ceil_pos.2 hq0
  -- the largest integer below `q` would bound every label difference
  have key := card_le_of_label_diff (by omega) σ (⌈q⌉₊ - 1) (fun x y hxy => by
    have hlt : |((σ x : ℕ) : ℝ) - ((σ y : ℕ) : ℝ)| < q := by
      rw [hq]
      exact lt_of_not_ge fun hge => hcon ⟨x, y, hxy, hge⟩
    have hcast : (((((σ x : ℕ) : ℤ) - ((σ y : ℕ) : ℤ)).natAbs : ℕ) : ℝ)
        = |((σ x : ℕ) : ℝ) - ((σ y : ℕ) : ℝ)| := by
      simp [Nat.cast_natAbs]
    rw [← hcast] at hlt
    have := Nat.lt_ceil.2 hlt
    omega)
  have hB : ((⌈q⌉₊ - 1 : ℕ) : ℝ) < q := Nat.lt_ceil.1 (by omega)
  have keyR : (n : ℝ) ^ d - 1 ≤ (d : ℝ) * ((n : ℝ) - 1) * ((⌈q⌉₊ - 1 : ℕ) : ℝ) := by
    exact_mod_cast key
  have h1 := mul_lt_mul_of_pos_left hB hden
  have h2 : (d : ℝ) * ((n : ℝ) - 1) * q = (n : ℝ) ^ d - 1 := by
    rw [hq]
    exact mul_div_cancel₀ _ hden.ne'
  linarith
```

The proof goes by contradiction instead of naming the largest difference. Call the quotient $q$ and suppose that every bond has a label difference below $q$. The differences are integers, so they are at most $B=\lceil q\rceil-1$, which is itself below $q$. The previous inequality then gives
$$n^d-1\le d(n-1)B<d(n-1)q=n^d-1,$$
which is impossible. The conditions $n\ge2$ and $d\ge1$ keep the denominator positive and ensure that there are bonds at all.

Q: That is a theorem about labels. I care about a Hamiltonian.

A: The next theorem makes the link. Its dimension is written $d+1$, so from here on a chain is $d=0$ and a cubic grid is $d=2$. `H` is a complex matrix indexed by sites, and `H.submatrix σ.symm σ.symm` is the same matrix with rows and columns in the order $\sigma$. If that matrix has half-bandwidth $b$, then $n^d\le(d+1)b$.

```lean
/-- For `n ≥ 2`, in dimension `d + 1`, a Hamiltonian with nonzero hopping on every bond has, in any
ordering of the sites, a half-bandwidth `b` with `n ^ d ≤ (d + 1) b`. -/
theorem hamiltonian_bandwidth_lower {d n : ℕ} (hn : 2 ≤ n)
    (H : Matrix (Site (d + 1) n) (Site (d + 1) n) ℂ)
    (hop : ∀ x y, Neighbours x y → H x y ≠ 0)
    (σ : Site (d + 1) n ≃ Fin (n ^ (d + 1))) (b : ℕ)
    (hb : IsBanded (H.submatrix σ.symm σ.symm) b) :
    n ^ d ≤ (d + 1) * b := by
  have key := card_le_of_label_diff (by omega) σ b (fun x y hxy => by
    by_contra hlt
    apply hop x y hxy
    have := hb (σ x) (σ y) (not_le.1 hlt)
    simpa using this)
  have hn1 : (1 : ℤ) ≤ n := by omega
  have hone : (1 : ℤ) ≤ (n : ℤ) ^ d := one_le_pow₀ hn1
  -- cancel the common factor `n - 1`
  have hmul : (n : ℤ) ^ d * ((n : ℤ) - 1) ≤ (((d : ℤ) + 1) * b) * ((n : ℤ) - 1) := by
    rw [pow_succ] at key
    push_cast at key
    linarith
  have hfin := le_of_mul_le_mul_right hmul (by omega)
  exact_mod_cast hfin
```

Q: What does `hop` assume physically?

A: That the amplitude for a particle to move between adjacent sites is nonzero on every bond. The standard second-order finite-difference kinetic energy has this property. The condition matters: if all hoppings vanished, the matrix could be diagonal and no such bound would hold.

The proof uses it as follows. If some bond had a label difference above $b$, bandedness would force its matrix element to vanish, against `hop`. Hence every difference is at most $b$, and the label inequality in dimension $d+1$ reads $n^{d+1}-1\le(d+1)(n-1)b$. Since $n^d\ge1$,
$$n^d(n-1)=n^{d+1}-n^d\le n^{d+1}-1\le(d+1)(n-1)b,$$
and cancelling $n-1>0$ leaves the result. A little is lost for the sake of a simple formula: on the $2\times2$ square it gives $b\ge1$, while the label bound gives $2$.

Q: Nothing there says that `H` is Hermitian, or that it has only nearest-neighbour terms.

A: Neither is needed for the lower bound. On-site energies are arbitrary and longer-range elements may be present. A periodic grid is therefore covered too, provided that all the open-boundary bonds are still nonzero.

Q: Perhaps the truth is much worse than $n^d/(d+1)$, and the bound is correct but uninformative.

A: The ordinary ordering settles that. Give the site $x$ the label $\sum_i x_i n^i$, with $i=0,\dots,d$, so that coordinate $0$ runs fastest. Neighbours along axis $i$ then differ in label by exactly $n^i$, which is at most $n^d$.

```lean
/-- When each site `x` of the `(d + 1)`-dimensional grid has the label `∑ i, x i * n ^ i`, the
labels of neighbours differ by at most `n ^ d`. -/
theorem lexicographic_label_diff {d n : ℕ} {x y : Site (d + 1) n} (h : Neighbours x y) :
    (((finFunctionFinEquiv x : ℕ) : ℤ) - ((finFunctionFinEquiv y : ℕ) : ℤ)).natAbs
      ≤ n ^ d := by
  obtain ⟨i, hi, hr⟩ := h
  have hn : 0 < n := lt_of_le_of_lt (Nat.zero_le _) (x i).isLt
  have hp : n ^ (i : ℕ) ≤ n ^ d := Nat.pow_le_pow_right hn (by have := i.isLt; omega)
  have hrest : ∑ j ∈ univ.erase i, (x j : ℕ) * n ^ (j : ℕ)
      = ∑ j ∈ univ.erase i, (y j : ℕ) * n ^ (j : ℕ) :=
    Finset.sum_congr rfl fun j hj => by rw [hr j (Finset.ne_of_mem_erase hj)]
  rw [finFunctionFinEquiv_apply, finFunctionFinEquiv_apply,
    ← Finset.add_sum_erase univ (fun j => (x j : ℕ) * n ^ (j : ℕ)) (mem_univ i),
    ← Finset.add_sum_erase univ (fun j => (y j : ℕ) * n ^ (j : ℕ)) (mem_univ i), hrest]
  -- only the coordinate `i` contributes, with weight `n ^ i`
  rcases hi with hi | hi
  · rw [← hi, add_mul, one_mul]
    omega
  · rw [← hi, add_mul, one_mul]
    omega
```

In Lean this labelling is `finFunctionFinEquiv`. The theorem names call it lexicographic, with the coordinates compared from the last to the first. The proof again separates coordinate $i$ from the sum, cancels the rest, and compares the weight $n^i$ with $n^d$.

For matrices, the hypothesis `hloc` now says that elements between distinct sites that are not neighbours vanish.

```lean
/-- Ordering the sites by the label `∑ i, x i * n ^ i` gives every nearest-neighbour Hamiltonian on
the `(d + 1)`-dimensional grid the half-bandwidth `n ^ d`. -/
theorem lexicographic_isBanded {d n : ℕ}
    (H : Matrix (Site (d + 1) n) (Site (d + 1) n) ℂ)
    (hloc : ∀ x y, x ≠ y → ¬ Neighbours x y → H x y = 0) :
    IsBanded (H.submatrix finFunctionFinEquiv.symm finFunctionFinEquiv.symm) (n ^ d) := by
  intro i j hij
  refine hloc _ _ (fun h => ?_) (fun h => ?_)
  · have hEq : i = j := finFunctionFinEquiv.symm.injective h
    subst hEq
    simp at hij
  · have hle := lexicographic_label_diff h
    simp only [Equiv.apply_symm_apply] at hle
    exact absurd hij (not_lt_of_ge hle)

end GridBandwidth
```

An entry further than $n^d$ from the diagonal cannot belong to a single site, which would put it on the diagonal, nor to a pair of neighbours, by the previous lemma. So `hloc` makes it zero. When all hoppings are nonzero and nothing reaches beyond nearest neighbours, the smallest achievable half-bandwidth thus lies between $n^d/(d+1)$ and $n^d$. The argument for the upper limit uses the open boundaries: in this ordering a wrap-around bond along the last axis would join labels that differ by $(n-1)n^d$, which exceeds $n^d$ when $n\ge3$.

```lean
#print axioms GridBandwidth.exists_neighbours_label_diff
-- 'GridBandwidth.exists_neighbours_label_diff' depends on axioms: [propext, Classical.choice, Quot.sound]
#print axioms GridBandwidth.hamiltonian_bandwidth_lower
-- 'GridBandwidth.hamiltonian_bandwidth_lower' depends on axioms: [propext, Classical.choice, Quot.sound]
#print axioms GridBandwidth.lexicographic_isBanded
-- 'GridBandwidth.lexicographic_isBanded' depends on axioms: [propext, Classical.choice, Quot.sound]
```

Q: What should I take back to my electronic-structure code?

A: For a one-particle Hamiltonian on a finite cubic grid with $n\ge2$ points per edge, one orbital per site and nonzero nearest-neighbour hopping, no reordering of the sites brings the half-bandwidth below $n^2/3$. With $N=n^3$ and $b$ of order $n^2$, the estimate $Nb^2$ for a banded factorisation grows as $n^7=N^{7/3}$, not as $N$.

Q: Does that condemn sparse direct solvers, or linear scaling in general?

A: No. The theorems restrict the bandwidth under a permutation of sites, and nothing else. A matrix with a wide band can still be very sparse, and methods that exploit the sparsity inside the band are not limited by this bound. Nor do the theorems address a change of basis that mixes sites, boxes with unequal edges, or several orbitals per site. The operation counts I quoted are ordinary cost estimates, separate from the checked statements.
